# Counting the determinants of a generalised active space with binomial coefficients

A configuration interaction calculation often limits how many electrons each group of spin orbitals may hold, and the number of Slater determinants that survive these limits sets the length of the CI vector in a determinant basis. For a finite set of spin orbitals divided into disjoint groups, that number is a sum of products of binomial coefficients, one product for each allowed distribution of the electrons over the groups.

```lean
import Mathlib

open Finset

namespace GeneralisedActiveSpace

variable {α ι : Type*} [Fintype α] [DecidableEq α] [Fintype ι] [DecidableEq ι]

/-- The block `i` of spin orbitals: all orbitals that the partition `b` labels by `i`. -/
def block (b : α → ι) (i : ι) : Finset α := univ.filter fun x => b x = i

/-- The occupation vector of a determinant `S` (its set of occupied spin orbitals):
the number of electrons in each block. -/
def occ (b : α → ι) (S : Finset α) (i : ι) : ℕ := (S ∩ block b i).card

/-- The generalised active space: all determinants whose occupation vector lies in the finite set
`Q` of allowed vectors. -/
def gasSpace (b : α → ι) (Q : Finset (ι → ℕ)) : Finset (Finset α) :=
  univ.filter fun S => occ b S ∈ Q

/-- The restricted active space with `n` electrons more than block 0 can hold, at most `h`
holes in block 0 and at most `p` electrons in block 2. -/
def rasSpace (b : α → Fin 3) (n h p : ℕ) : Finset (Finset α) :=
  univ.filter fun S => S.card = (block b 0).card + n ∧
    (block b 0).card ≤ occ b S 0 + h ∧ occ b S 2 ≤ p

/-- The block occupations of a determinant add up to its number of electrons. -/
theorem sum_occ (b : α → ι) (S : Finset α) : ∑ i, occ b S i = S.card := by
  rw [card_eq_sum_card_fiberwise (s := S) (f := b) (t := univ) (fun _ _ => by simp)]
  refine sum_congr rfl fun i _ => ?_
  rw [occ]
  congr 1
  ext x
  simp [block]

/-- The determinants with one prescribed occupation vector `q` are counted by the product
over the blocks of the ways to place `q i` electrons in block `i`. -/
theorem card_occ_eq (b : α → ι) (q : ι → ℕ) :
    (univ.filter fun S : Finset α => occ b S = q).card =
      ∏ i, (block b i).card.choose (q i) := by
  have hcard : ∏ i, (block b i).card.choose (q i) =
      (Fintype.piFinset fun i => powersetCard (q i) (block b i)).card := by
    simp [Fintype.card_piFinset, card_powersetCard]
  -- gluing one choice per block and cutting again returns the choice
  have key : ∀ f ∈ Fintype.piFinset (fun i => powersetCard (q i) (block b i)), ∀ i,
      (univ.filter fun x => x ∈ f (b x)) ∩ block b i = f i := by
    intro f hf i
    have hs := (mem_powersetCard.1 (Fintype.mem_piFinset.1 hf i)).1
    ext x
    simp only [mem_inter, mem_filter, mem_univ, true_and, block]
    constructor
    · rintro ⟨hx, hb⟩
      rwa [hb] at hx
    · intro hx
      have hb : b x = i := by simpa [block] using hs hx
      exact ⟨by rwa [hb], hb⟩
  rw [hcard]
  -- a determinant is the same thing as its pieces in the blocks
  refine Finset.card_bij' (fun S _ i => S ∩ block b i)
    (fun f _ => univ.filter fun x => x ∈ f (b x)) ?_ ?_ ?_ ?_
  · intro S hS
    exact Fintype.mem_piFinset.2 fun i =>
      mem_powersetCard.2 ⟨inter_subset_right, congrFun (mem_filter.1 hS).2 i⟩
  · intro f hf
    exact mem_filter.2 ⟨mem_univ _, funext fun i =>
      (congrArg Finset.card (key f hf i)).trans
        (mem_powersetCard.1 (Fintype.mem_piFinset.1 hf i)).2⟩
  · intro S _
    ext x
    simp [block]
  · intro f hf
    exact funext (key f hf)

/-- The number of determinants in a generalised active space is the sum over the allowed occupation
vectors of the product over the blocks of binomial coefficients. -/
theorem card_gasSpace (b : α → ι) (Q : Finset (ι → ℕ)) :
    (gasSpace b Q).card = ∑ q ∈ Q, ∏ i, (block b i).card.choose (q i) := by
  -- sort the determinants by their occupation vector
  rw [card_eq_sum_card_fiberwise (s := gasSpace b Q) (f := occ b) (t := Q)
    (fun S hS => mem_coe.2 (mem_filter.1 (mem_coe.1 hS)).2)]
  refine sum_congr rfl fun q hq => ?_
  rw [← card_occ_eq b q]
  congr 1
  ext S
  simp only [gasSpace, mem_filter, mem_univ, true_and]
  exact ⟨fun h => h.2, fun h => ⟨by rw [h]; exact hq, h⟩⟩

/-- If exactly the occupation vectors with total `N` are allowed, the generalised active space is
the full configuration interaction space of `N` electrons. -/
theorem gasSpace_fullCI (b : α → ι) (N : ℕ) :
    gasSpace b (piAntidiag univ N) = powersetCard N (univ : Finset α) := by
  ext S
  simp [gasSpace, mem_piAntidiag, sum_occ, mem_powersetCard]

/-- The number of all determinants with `N` electrons splits into the contributions of the
occupation vectors with total `N`. -/
theorem fullCI_dimension (b : α → ι) (N : ℕ) :
    (Fintype.card α).choose N =
      ∑ q ∈ piAntidiag univ N, ∏ i, (block b i).card.choose (q i) := by
  rw [← card_gasSpace, gasSpace_fullCI, card_powersetCard, card_univ]

/-- Complete active space: with block 0 filled, `n` electrons in block 1 and block 2 empty,
the determinants are counted by one binomial coefficient. -/
theorem card_completeActiveSpace (b : α → Fin 3) (n : ℕ) :
    (gasSpace b {![(block b 0).card, n, 0]}).card = (block b 1).card.choose n := by
  simp [card_gasSpace, Fin.prod_univ_three]

/-- Number of determinants in a restricted active space as a sum over the number `i` of holes in
block 0 and the number `j` of electrons in block 2, provided that the largest allowed number `p` of
electrons in block 2 is at most `n`. -/
theorem card_rasSpace (b : α → Fin 3) (n h p : ℕ) (hp : p ≤ n) :
    (rasSpace b n h p).card = ∑ i ∈ range (h + 1), ∑ j ∈ range (p + 1),
      (block b 0).card.choose i * (block b 1).card.choose (n + i - j) *
        (block b 2).card.choose j := by
  have hle : ∀ S, occ b S 0 ≤ (block b 0).card := fun S => card_le_card inter_subset_right
  have hsum : ∀ S, occ b S 0 + occ b S 1 + occ b S 2 = S.card := by
    intro S
    rw [← sum_occ b S, Fin.sum_univ_three]
  have hm : ∀ S ∈ rasSpace b n h p, ((block b 0).card - occ b S 0, occ b S 2) ∈
      range (h + 1) ×ˢ range (p + 1) := by
    intro S hS
    have hS' := (mem_filter.1 hS).2
    exact mem_product.2 ⟨mem_range.2 (by
      show (block b 0).card - occ b S 0 < h + 1
      omega), mem_range.2 (by
      show occ b S 2 < p + 1
      omega)⟩
  -- sort the determinants by their numbers of holes and particles
  rw [card_eq_sum_card_fiberwise (s := rasSpace b n h p)
    (f := fun S => ((block b 0).card - occ b S 0, occ b S 2))
    (t := range (h + 1) ×ˢ range (p + 1)) (fun S hS => mem_coe.2 (hm S (mem_coe.1 hS))),
    sum_product]
  refine sum_congr rfl fun i hi => sum_congr rfl fun j hj => ?_
  rw [mem_range] at hi hj
  by_cases hi' : i ≤ (block b 0).card
  · -- each class has a single occupation vector
    have hc := card_occ_eq b ![(block b 0).card - i, n + i - j, j]
    rw [Fin.prod_univ_three] at hc
    change _ = (block b 0).card.choose ((block b 0).card - i) *
      (block b 1).card.choose (n + i - j) * (block b 2).card.choose j at hc
    rw [Nat.choose_symm hi'] at hc
    rw [← hc]
    congr 1
    ext S
    have hv : occ b S = ![(block b 0).card - i, n + i - j, j] ↔
        occ b S 0 = (block b 0).card - i ∧ occ b S 1 = n + i - j ∧ occ b S 2 = j := by
      constructor
      · intro e
        exact ⟨congrFun e 0, congrFun e 1, congrFun e 2⟩
      · rintro ⟨h0, h1, h2⟩
        funext k
        fin_cases k
        exacts [h0, h1, h2]
    simp only [rasSpace, mem_filter, mem_univ, true_and, Prod.mk.injEq]
    rw [hv]
    have h1 := hle S
    have h2 := hsum S
    omega
  · -- more holes than orbitals: no determinant and a vanishing binomial coefficient
    have hz : (block b 0).card.choose i = 0 := Nat.choose_eq_zero_of_lt (by omega)
    rw [hz, zero_mul, zero_mul, card_eq_zero, filter_eq_empty_iff]
    intro S _ e
    have e1 : (block b 0).card - occ b S 0 = i := congrArg Prod.fst e
    omega

end GeneralisedActiveSpace
```

```lean
#print axioms GeneralisedActiveSpace.fullCI_dimension
-- 'GeneralisedActiveSpace.fullCI_dimension' depends on axioms: [propext, Classical.choice, Quot.sound]
#print axioms GeneralisedActiveSpace.card_completeActiveSpace
-- 'GeneralisedActiveSpace.card_completeActiveSpace' depends on axioms: [propext, Classical.choice, Quot.sound]
#print axioms GeneralisedActiveSpace.card_rasSpace
-- 'GeneralisedActiveSpace.card_rasSpace' depends on axioms: [propext, Classical.choice, Quot.sound]
```

## The count for an arbitrary finite set of occupations

Let the spin orbitals be divided into blocks B(i), and let m(i) be the number of spin orbitals in B(i). A determinant is given by the set S of its occupied spin orbitals. Its occupation vector has the entries

occ(S, i) = card(S ∩ B(i)),

the number of electrons that S puts into block i. A generalised active space is fixed by a finite set Q of allowed occupation vectors: it contains every determinant whose vector lies in Q. The theorem `card_gasSpace` says that

number of determinants = ∑_{q ∈ Q} ∏_i C(m(i), q(i)),

where C(m, k) is the binomial coefficient. Nothing is assumed about Q. A vector that asks for more electrons than a block can hold contributes zero, because C(m, k) = 0 for k > m. Vectors with different totals may stand side by side in Q, in which case the space can mix electron numbers. A calculation at fixed electron number has to choose Q accordingly.

## Spin orbitals, blocks and determinants in Lean

The finite type `α` is the set of spin orbitals and the finite type `ι` is the set of block labels. The map `b : α → ι` gives each spin orbital its label, so the blocks are disjoint and cover everything without a separate hypothesis. A block may be empty. `block b i` is B(i), `occ b S` is the occupation vector of S, and `gasSpace b Q` is the set of allowed determinants. The type of `Q` is `Finset (ι → ℕ)`, so no vector can occur in it twice and be counted twice.

The name `fullCI_dimension` speaks of a dimension, while the theorem counts subsets. The step from one to the other is the usual one: for linearly independent spin orbitals, different subsets S give linearly independent Slater determinants, so the number of subsets is the dimension of the space that they span. The file contains no wave functions and does not carry out this step.

The count is therefore the number of rows of the CI matrix in a determinant basis, for a finite set of spin orbitals and with no symmetry imposed beyond the block occupations. A fixed spin projection can be expressed if each block holds only spin-up or only spin-down orbitals. Likewise, if each block holds orbitals of only one irreducible representation of an abelian point group, Q can select the determinants of one symmetry. Spin-adapted configurations are in general combinations of several determinants, and this formula does not count them directly.

The allowed space could also have been described by lower and upper bounds on the accumulated occupations of the first block, the first two blocks, and so on. That input is often shorter, but it describes fewer spaces. With two blocks, bounds that admit (4, 0) and (2, 2) also admit (3, 1), whereas a set Q can leave (3, 1) out.

## Cutting a determinant along the blocks

Fix one occupation vector q. A determinant S with this vector is cut into the pieces S ∩ B(i), and the piece in block i has q(i) elements. Conversely, choose q(i) spin orbitals from each block and take the union of the choices. Since the blocks are disjoint, cutting this union again returns the same choices; since the blocks cover all spin orbitals, gluing the pieces of S returns S. Determinants with vector q therefore correspond one to one to independent choices in the blocks. Block i offers C(m(i), q(i)) choices, and so

number of S with occ(S) = q is ∏_i C(m(i), q(i)).

Each determinant has exactly one occupation vector. Sorting the allowed determinants by this vector splits them into disjoint classes, one for each q in Q, and adding the class sizes gives the formula.

The first half is `card_occ_eq`. Its step `hcard` reads the product as the number of families `f` that select `q i` elements from each block. The lemma `Finset.card_bij'` then asks for two maps and four checks. The forward map is the cutting. The backward map collects every orbital `x` that lies in `f (b x)`, the choice made in its own block. The checks are that each map lands in the right set and that each undoes the other. The auxiliary statement `key` says that gluing and then cutting returns `f`, and it serves two of the four checks.

The second half is `card_gasSpace`. There `card_eq_sum_card_fiberwise` does the sorting by `occ b`, and `card_occ_eq` evaluates each class.

## Full CI and the complete active space

Every occupied spin orbital lies in exactly one block, so

∑_i occ(S, i) = card S.

This is `sum_occ`, proved by sorting the elements of S by their block label. It follows that a determinant has N electrons exactly when its occupation vector has total N. If Q consists of all vectors with total N, written `piAntidiag univ N` in Lean, the generalised active space is the full CI space of N electrons; this is `gasSpace_fullCI`. The full CI space has C(M, N) determinants, where M is the number of all spin orbitals. Counting it a second time with the general formula gives `fullCI_dimension`:

C(M, N) = ∑_{q with total N} ∏_i C(m(i), q(i)).

A complete active space has three blocks, which Lean labels 0, 1 and 2: block 0 is filled, block 1 holds n active electrons, and block 2 is empty. Only the vector (m(0), n, 0) is allowed, and the general formula gives

C(m(0), m(0)) · C(m(1), n) · C(m(2), 0) = C(m(1), n).

This is `card_completeActiveSpace`. The number m(1) counts active spin orbitals; with k active spatial orbitals it is 2k. The count C(2k, n) includes every spin projection. A calculation with fixed numbers r of spin-up and s of spin-down active electrons, where r + s = n, has C(k, r) · C(k, s) determinants.

## Holes and particles in a restricted active space

A restricted active space also has three blocks, usually called RAS1, RAS2 and RAS3; here they are blocks 0, 1 and 2. The definition `rasSpace` states the restrictions directly and not through a set Q:

card S = m(0) + n,
m(0) ≤ occ(S, 0) + h,
occ(S, 2) ≤ p.

The letter n is not the total electron number. It is the number of electrons left over when block 0 is full. The second line allows at most h holes in block 0, and the third at most p electrons in block 2.

Let i now be the number of holes in block 0 and j the number of electrons in block 2. Block 0 then holds m(0) − i electrons, and block 1 holds the rest:

(m(0) + n) − (m(0) − i) − j = n + i − j.

The pair (i, j) thus fixes the whole occupation vector, and the product formula gives for this class

C(m(0), m(0) − i) · C(m(1), n + i − j) · C(m(2), j).

Choosing the occupied orbitals of block 0 is the same as choosing its holes, so the first factor equals C(m(0), i). Summing over the allowed pairs gives `card_rasSpace`, for p ≤ n:

number of determinants = ∑_{i=0}^{h} ∑_{j=0}^{p} C(m(0), i) · C(m(1), n + i − j) · C(m(2), j).

If h exceeds m(0), the terms with i > m(0) vanish, as they should, since a block cannot have more holes than orbitals.

The condition p ≤ n belongs to the way the formula is written. Subtraction of natural numbers in Lean stops at zero, so for j > n + i the expression `n + i - j` is 0 and the middle factor is 1, although such a determinant would need a negative number of electrons in block 1. In Lean, the double sum without a bound on p is therefore wrong in general. Take n = 0, h = 0 and p = 1. The only determinant is the one that fills block 0, but the sum gives 1 + m(2), which is too large as soon as block 2 has an orbital. Even p ≤ n + 1 is thus not enough in general.

On paper, with ordinary subtraction and C(m, k) = 0 for negative k, the formula holds for every p. The Lean theorem covers less: for n = 0 it allows only p = 0, so it does not count the excitations from a filled block 0 into block 2. That space can be counted with `card_gasSpace` by putting its occupation vectors into Q.

In the Lean proof, `hle` records that block 0 cannot hold more electrons than it has orbitals, and `hsum` that the three occupations add up to the electron number. The statement `hm` shows that each determinant of the space has at most h holes and at most p particles, so the sorting by (i, j) misses none. The proof then treats each pair separately.

- For i ≤ m(0), `card_occ_eq` is applied to the single vector of the class, and `Nat.choose_symm` exchanges occupied orbitals for holes. It remains to show that the determinants in the class are exactly those with this vector. That is linear arithmetic with natural numbers, done by `omega`, and the bound p ≤ n enters here: it ensures j ≤ n + i, so that the three entries of the vector add up to m(0) + n.
- For i > m(0), the binomial coefficient C(m(0), i) is zero and the class is empty, so both sides vanish.
